# A Binomial Bound on the Many-Body Truncation Error for Geometrically Bounded Increments

Let $S$ be a set of $N$ fragments, let $E(T)$ be a real energy assigned to every finite set $T$ of fragments, and let the increment $D(T)$ be $E(T)$ minus the increments of all proper subsets of $T$, the empty set included. The order-$n$ energy $E_n(S)$ is the sum of $D(T)$ over all $T\subseteq S$ with $|T|\le n$, where $|T|$ is the number of fragments in $T$; the Lean file bounds its error for $n<N$ when the omitted increments satisfy $|D(T)|\le A\,x^{|T|}$ with $x\ge 0$.

```lean
import Mathlib

open Finset

namespace ManyBodyTruncation

noncomputable section

variable {ι : Type*} [DecidableEq ι]

/-- The many-body increment of a subsystem: its energy minus the increments of all its
proper subsystems. -/
def increment (E : Finset ι → ℝ) (S : Finset ι) : ℝ :=
  E S - ∑ T ∈ S.ssubsets.attach, increment E T.1
termination_by S.card
decreasing_by exact Finset.card_lt_card (Finset.mem_ssubsets.mp T.2)

/-- The many-body expansion of the energy of `S`, truncated at order `n`: the sum of the
increments of all subsystems with at most `n` fragments. -/
def truncatedEnergy (E : Finset ι → ℝ) (n : ℕ) (S : Finset ι) : ℝ :=
  ∑ T ∈ S.powerset.filter (fun T => T.card ≤ n), increment E T

/-- A model energy that starts at `A` for no fragments and is multiplied by `1 + x` for each added
fragment. -/
def geometricEnergy (A x : ℝ) (S : Finset ι) : ℝ := A * (1 + x) ^ S.card

/-- The increments of all subsystems add up to the full energy. -/
theorem sum_increment (E : Finset ι → ℝ) (S : Finset ι) :
    ∑ T ∈ S.powerset, increment E T = E S := by
  have h : increment E S = E S - ∑ T ∈ S.ssubsets, increment E T := by
    rw [increment, Finset.sum_attach S.ssubsets (fun T => increment E T)]
  have h2 : ∑ T ∈ S.ssubsets, increment E T + increment E S
      = ∑ T ∈ S.powerset, increment E T :=
    Finset.sum_erase_add _ _ (Finset.mem_powerset_self S)
  linarith

/-- The truncation error is the sum of the increments of all subsystems with more than
`n` fragments. -/
theorem truncation_error (E : Finset ι → ℝ) (n : ℕ) (S : Finset ι) :
    E S - truncatedEnergy E n S
      = ∑ T ∈ S.powerset.filter (fun T => n < T.card), increment E T := by
  have h := Finset.sum_filter_add_sum_filter_not S.powerset
    (fun T => T.card ≤ n) (fun T => increment E T)
  simp only [not_le] at h
  rw [sum_increment] at h
  unfold truncatedEnergy
  linarith

omit [DecidableEq ι] in
/-- Summing `A x ^ |T|` over the subsystems with more than `n` fragments gives a binomial
tail. -/
theorem sum_large_subsystems (A x : ℝ) {n m : ℕ} {S : Finset ι}
    (hS : S.card = n + 1 + m) :
    ∑ T ∈ S.powerset.filter (fun T => n < T.card), A * x ^ T.card
      = A * ∑ j ∈ range (m + 1),
          ((n + 1 + m).choose (n + 1 + j) : ℝ) * x ^ (n + 1 + j) := by
  -- group the subsystems by their number of fragments
  have h : ∑ T ∈ S.powerset, (if n < T.card then A * x ^ T.card else 0)
      = ∑ k ∈ range (S.card + 1),
          S.card.choose k • (if n < k then A * x ^ k else 0) :=
    Finset.sum_powerset_apply_card (fun k => if n < k then A * x ^ k else 0)
  have h0 : ∑ k ∈ range (n + 1),
      (n + 1 + m).choose k • (if n < k then A * x ^ k else 0) = 0 := by
    refine Finset.sum_eq_zero fun k hk => ?_
    have hk' := Finset.mem_range.mp hk
    rw [if_neg (by omega), smul_zero]
  rw [Finset.sum_filter, h, hS, show n + 1 + m + 1 = (n + 1) + (m + 1) by omega,
    Finset.sum_range_add, h0, zero_add, Finset.mul_sum]
  refine Finset.sum_congr rfl fun j _ => ?_
  rw [if_pos (by omega), nsmul_eq_mul]
  ring

/-- Choosing `a + j` of `a + m` fragments can be done in at most as many ways as choosing
`a` of them and then `j` of the other `m`. -/
theorem choose_add_le (a m j : ℕ) :
    (a + m).choose (a + j) ≤ (a + m).choose a * m.choose j := by
  induction m generalizing j with
  | zero =>
    cases j with
    | zero => simp
    | succ j => simp [Nat.choose_eq_zero_of_lt (show a < a + (j + 1) by omega)]
  | succ m ih =>
    cases j with
    | zero => simp
    | succ j =>
      calc (a + (m + 1)).choose (a + (j + 1))
          = (a + m).choose (a + j) + (a + m).choose (a + (j + 1)) :=
            Nat.choose_succ_succ' _ _
        _ ≤ (a + m).choose a * m.choose j + (a + m).choose a * m.choose (j + 1) :=
            Nat.add_le_add (ih j) (ih (j + 1))
        _ = (a + m).choose a * (m + 1).choose (j + 1) := by
            rw [Nat.choose_succ_succ' m j, mul_add]
        _ ≤ (a + (m + 1)).choose a * (m + 1).choose (j + 1) :=
            Nat.mul_le_mul_right _ (Nat.choose_le_choose a (by omega))

/-- If `x ≥ 0` and the omitted increments obey `|D(T)| ≤ A x ^ |T|`, the truncation error at order
`n` for `n + 1 + m` fragments is at most `A C(n+1+m, n+1) x ^ (n+1) (1 + x) ^ m`. -/
theorem truncation_error_le (E : Finset ι → ℝ) {A x : ℝ} (hx : 0 ≤ x) {n m : ℕ}
    {S : Finset ι} (hS : S.card = n + 1 + m)
    (hD : ∀ T ⊆ S, n < T.card → |increment E T| ≤ A * x ^ T.card) :
    |E S - truncatedEnergy E n S|
      ≤ A * ((n + 1 + m).choose (n + 1) : ℝ) * x ^ (n + 1) * (1 + x) ^ m := by
  -- the bound on the increment of S itself fixes the sign of the prefactor
  have hA : 0 ≤ A * x ^ (n + 1) := by
    rcases hx.eq_or_lt with h0 | hpos
    · rw [← h0, zero_pow (by omega), mul_zero]
    · have h := (abs_nonneg _).trans (hD S (Finset.Subset.refl S) (by omega))
      have hA' : 0 ≤ A := (mul_nonneg_iff_of_pos_right (pow_pos hpos _)).mp h
      positivity
  -- the binomial tail is dominated by a full binomial sum
  have htail : ∑ j ∈ range (m + 1), ((n + 1 + m).choose (n + 1 + j) : ℝ) * x ^ j
      ≤ ((n + 1 + m).choose (n + 1) : ℝ) * (1 + x) ^ m := by
    rw [add_comm 1 x, add_pow, Finset.mul_sum]
    refine Finset.sum_le_sum fun j _ => ?_
    have hc : ((n + 1 + m).choose (n + 1 + j) : ℝ)
        ≤ ((n + 1 + m).choose (n + 1) : ℝ) * (m.choose j : ℝ) := by
      exact_mod_cast choose_add_le (n + 1) m j
    refine (mul_le_mul_of_nonneg_right hc (pow_nonneg hx j)).trans_eq ?_
    rw [one_pow]
    ring
  rw [truncation_error]
  calc |∑ T ∈ S.powerset.filter (fun T => n < T.card), increment E T|
      ≤ ∑ T ∈ S.powerset.filter (fun T => n < T.card), |increment E T| :=
        Finset.abs_sum_le_sum_abs _ _
    _ ≤ ∑ T ∈ S.powerset.filter (fun T => n < T.card), A * x ^ T.card := by
        refine Finset.sum_le_sum fun T hT => ?_
        have hT' := Finset.mem_filter.mp hT
        exact hD T (Finset.mem_powerset.mp hT'.1) hT'.2
    _ = A * x ^ (n + 1) *
          ∑ j ∈ range (m + 1), ((n + 1 + m).choose (n + 1 + j) : ℝ) * x ^ j := by
        rw [sum_large_subsystems A x hS, Finset.mul_sum, Finset.mul_sum]
        refine Finset.sum_congr rfl fun j _ => ?_
        rw [pow_add x (n + 1) j]
        ring
    _ ≤ A * x ^ (n + 1) * (((n + 1 + m).choose (n + 1) : ℝ) * (1 + x) ^ m) :=
        mul_le_mul_of_nonneg_left htail hA
    _ = _ := by ring

/-- For `A ≥ 0` and `x ≥ 0` the closed bound is itself at most `A (N x) ^ (n+1) / (n+1)! · exp (m
x)`, with `N = n + 1 + m` fragments. -/
theorem bound_le_exp {A x : ℝ} (hA : 0 ≤ A) (hx : 0 ≤ x) (n m : ℕ) :
    A * ((n + 1 + m).choose (n + 1) : ℝ) * x ^ (n + 1) * (1 + x) ^ m
      ≤ A * ((((n + 1 + m : ℕ) : ℝ) * x) ^ (n + 1) / ((n + 1).factorial : ℝ))
        * Real.exp (m * x) := by
  have hc : ((n + 1 + m).choose (n + 1) : ℝ)
      ≤ ((n + 1 + m : ℕ) : ℝ) ^ (n + 1) / ((n + 1).factorial : ℝ) :=
    Nat.choose_le_pow_div _ _
  have he : (1 + x) ^ m ≤ Real.exp (m * x) := by
    rw [Real.exp_nat_mul]
    exact pow_le_pow_left₀ (by positivity) (by linarith [Real.add_one_le_exp x]) m
  calc A * ((n + 1 + m).choose (n + 1) : ℝ) * x ^ (n + 1) * (1 + x) ^ m
      ≤ A * (((n + 1 + m : ℕ) : ℝ) ^ (n + 1) / ((n + 1).factorial : ℝ))
          * x ^ (n + 1) * Real.exp (m * x) := by gcongr
    _ = _ := by rw [mul_pow]; ring

/-- The increments of the geometric model energy are exactly `A x ^ |S|`. -/
theorem increment_geometricEnergy (A x : ℝ) (S : Finset ι) :
    increment (geometricEnergy A x) S = A * x ^ S.card := by
  induction S using Finset.strongInduction with
  | H S ih =>
    have h1 := sum_increment (geometricEnergy A x) S
    have h2 : ∑ T ∈ S.powerset, A * x ^ T.card = geometricEnergy A x S := by
      have h := Finset.sum_pow_mul_eq_add_pow x 1 S
      simp only [one_pow, mul_one] at h
      rw [← Finset.mul_sum, h, geometricEnergy, add_comm x 1]
    rw [← Finset.sum_erase_add _ _ (Finset.mem_powerset_self S)] at h1 h2
    -- all proper subsystems agree by induction
    have h3 : ∑ T ∈ S.powerset.erase S, increment (geometricEnergy A x) T
        = ∑ T ∈ S.powerset.erase S, A * x ^ T.card :=
      Finset.sum_congr rfl fun T hT => ih T (Finset.mem_ssubsets.mp hT)
    linarith

/-- For the geometric model energy the truncation error equals the binomial tail at every
order below the number of fragments. -/
theorem geometricEnergy_error (A x : ℝ) {n m : ℕ} {S : Finset ι}
    (hS : S.card = n + 1 + m) :
    geometricEnergy A x S - truncatedEnergy (geometricEnergy A x) n S
      = A * ∑ j ∈ range (m + 1),
          ((n + 1 + m).choose (n + 1 + j) : ℝ) * x ^ (n + 1 + j) := by
  rw [truncation_error, ← sum_large_subsystems A x hS]
  exact Finset.sum_congr rfl fun T _ => increment_geometricEnergy A x T

/-- For `A ≥ 0` and `x ≥ 0` the closed bound is attained by the geometric model energy when only the
increment of the whole system is omitted. -/
theorem bound_attained {A x : ℝ} (hA : 0 ≤ A) (hx : 0 ≤ x) {n : ℕ} {S : Finset ι}
    (hS : S.card = n + 1) :
    |geometricEnergy A x S - truncatedEnergy (geometricEnergy A x) n S|
      = A * ((n + 1 + 0).choose (n + 1) : ℝ) * x ^ (n + 1) * (1 + x) ^ 0 := by
  have hS' : S.card = n + 1 + 0 := hS
  have h0 : 0 ≤ A * x ^ (n + 1) := by positivity
  rw [geometricEnergy_error A x hS', zero_add, Finset.sum_range_one]
  simp only [add_zero, Nat.choose_self, Nat.cast_one, one_mul, mul_one, pow_zero]
  exact abs_of_nonneg h0

end

end ManyBodyTruncation
```

```lean
#print axioms ManyBodyTruncation.truncation_error_le
#print axioms ManyBodyTruncation.bound_le_exp
#print axioms ManyBodyTruncation.geometricEnergy_error
#print axioms ManyBodyTruncation.bound_attained
```

```
'ManyBodyTruncation.truncation_error_le' depends on axioms: [propext, Classical.choice, Quot.sound]
'ManyBodyTruncation.bound_le_exp' depends on axioms: [propext, Classical.choice, Quot.sound]
'ManyBodyTruncation.geometricEnergy_error' depends on axioms: [propext, Classical.choice, Quot.sound]
'ManyBodyTruncation.bound_attained' depends on axioms: [propext, Classical.choice, Quot.sound]
```

## The bound in words

The central theorem is `truncation_error_le`. With $N=n+1+m$ it states

$$
|E(S)-E_n(S)|\;\le\; A\binom{N}{n+1}x^{n+1}(1+x)^m .
$$

The fragments are labelled by elements of a type `ι`, and a subsystem is a `Finset ι`. The energy is an arbitrary function `E : Finset ι → ℝ`. It may include a fixed embedding environment, as long as each subsystem has one definite energy. `increment E T` is $D(T)$, and `truncatedEnergy E n S` is $E_n(S)$. The empty subsystem contributes $D(\varnothing)=E(\varnothing)$ at every order, which is zero if energies are measured from an empty reference.

The hypothesis `hS : S.card = n + 1 + m` expresses $n<N$, with $m=N-n-1$ as a natural number. The hypothesis `hD` requires the increment bound only for subsystems of $S$ with more than $n$ fragments; the retained increments may have any size. No sign is assumed for $A$, because `hD` applied to $S$ itself settles it whenever $x>0$.

## Geometric decay as a physical assumption

The constant $A$ sets an energy scale, and the dimensionless $x$ is the factor by which the allowed increment changes with each added fragment. For $A>0$ and $0<x<1$ the limit it sets on higher-body contributions, such as cooperative polarisation in a molecular cluster, tightens as the number of fragments involved increases. It is postulated here and not derived from a Hamiltonian.

In fragment-based electronic structure, the theorem turns such an assumption into an error estimate for a finite cluster whose omitted increments all obey it. The same $A$ and $x$ serve for every omitted subsystem, so the estimate takes no advantage of the smaller increments expected for distant fragments. It also concerns truncation alone, not errors in the subsystem energies themselves.

## From increments to a binomial tail

The definition of the increment of $S$ reads

$$
D(S)=E(S)-\sum_{T\subsetneq S}D(T),
\qquad\text{so}\qquad
\sum_{T\subseteq S}D(T)=E(S).
$$

This is `sum_increment`. Splitting the sum into $|T|\le n$ and $|T|>n$ gives `truncation_error`:

$$
E(S)-E_n(S)=\sum_{\substack{T\subseteq S\\ |T|>n}}D(T).
$$

The triangle inequality and the assumed bound replace each term by $A x^{|T|}$. There are $\binom{N}{k}$ subsystems with $k$ fragments, so setting $k=n+1+j$ yields

$$
|E(S)-E_n(S)|\le A\sum_{j=0}^{m}\binom{N}{n+1+j}x^{n+1+j}.
$$

The counting step is `sum_large_subsystems`. It groups all subsystems by size, discards the sizes $0,\dots,n$, whose terms vanish, and shifts the index of the remaining $m+1$ sizes.

## Closing the tail

The binomial coefficients obey

$$
\binom{a+m}{a+j}\le\binom{a+m}{a}\binom{m}{j}.
$$

The right-hand side counts the ways to choose $a$ fragments and then $j$ of the other $m$. Every set of $a+j$ fragments arises in at least one such way.

The lemma `choose_add_le` proves this by induction on $m$. The cases $m=0$ and $j=0$ are immediate. Otherwise Pascal's rule and the induction hypothesis give

$$
\begin{aligned}
\binom{a+m+1}{a+j+1}
&=\binom{a+m}{a+j}+\binom{a+m}{a+j+1}\\
&\le\binom{a+m}{a}\left[\binom{m}{j}+\binom{m}{j+1}\right]\\
&=\binom{a+m}{a}\binom{m+1}{j+1}
\le\binom{a+m+1}{a}\binom{m+1}{j+1}.
\end{aligned}
$$

With $a=n+1$, the binomial theorem then gives

$$
\sum_{j=0}^{m}\binom{N}{n+1+j}x^j
\le\binom{N}{n+1}\sum_{j=0}^{m}\binom{m}{j}x^j
=\binom{N}{n+1}(1+x)^m .
$$

Multiplication by $A x^{n+1}$ finishes the argument, provided this factor is non-negative. If $x=0$, it is zero. If $x>0$, then $0\le|D(S)|\le A x^N$ forces $A\ge0$. In the Lean proof, `hA` establishes this sign and `htail` the summed inequality; the final `calc` block joins them to the triangle inequality and the count.

## The role of $Nx$

For $A\ge0$, the inequalities $\binom{N}{n+1}\le N^{n+1}/(n+1)!$ and $1+x\le e^x$ give `bound_le_exp`:

$$
A\binom{N}{n+1}x^{n+1}(1+x)^m
\le A\,\frac{(Nx)^{n+1}}{(n+1)!}\,e^{mx}.
$$

A small $x$ is therefore not enough for this estimate to be small: the number of fragments enters through $Nx$. At fixed order $n$ and fixed $x>0$ and $A>0$, the bound grows without limit as fragments are added.

## An energy that reaches the binomial tail

The model energy `geometricEnergy A x` is $E(T)=A(1+x)^{|T|}$. Its increments are exactly $D(T)=A x^{|T|}$, as `increment_geometricEnergy` shows by strong induction. The binomial theorem gives

$$
\sum_{T\subseteq S}A x^{|T|}=A(1+x)^{|S|}=E(S)=\sum_{T\subseteq S}D(T).
$$

The terms for proper subsystems agree by the induction hypothesis, so the terms for $S$ agree too. By `geometricEnergy_error`, the truncation error of this model equals the binomial tail at every order $n<N$. For $A,x\ge0$ and $N=n+1$, only the increment of the whole system is omitted, and `bound_attained` shows that the error then equals the closed bound, $A x^{n+1}$.

The model shows how much error the assumption permits; it is not a realistic cluster energy, since for positive $A$ and $x$ every pair of fragments has the same non-zero increment $A x^2$, however far apart the two are.

## Four fragments truncated at pairs

Take the model energy with $N=4$, $n=2$, $A=10$ in some energy unit and $x=0.1$, so that $m=1$. The full and truncated energies are

$$
E(S)=10(1.1)^4=14.641,
\qquad
E_2(S)=10\,(1+4\cdot0.1+6\cdot0.01)=14.6 .
$$

The error is $0.041$: four triples contribute $0.01$ each, and the four-body increment contributes $0.001$. The closed bound is

$$
10\binom{4}{3}(0.1)^3(1.1)=0.044 .
$$

## Small pair increments alone do not suffice

The decay assumption must cover all omitted orders, not just the first. Take three fragments, with $E(S)=1$ for the full set and $E(T)=0$ for every proper subset. All one-body and pair increments vanish, while the three-body increment is $D(S)=1$.

Truncate at $n=1$ with $A=1$ and $x=0.1$. Every pair satisfies $|D(T)|\le A x^2$, but the triple violates $|D(S)|\le A x^3=0.001$. The claimed bound would be $3\cdot0.01\cdot1.1=0.033$, whereas the actual error is $1$.
